# Averaging over a finite unitary symmetry group projects Frobenius-orthogonally onto the matrices that commute with it

## A triangle that has lost its symmetry

Three identical atoms sit at the corners of an equilateral triangle, with one s orbital on each. Permuting the atoms should leave the one-electron Hamiltonian unchanged. Suppose that a calculation with numerical errors returns a $3\times3$ matrix whose site energies differ slightly and whose three hopping amplitudes disagree. A natural repair is to transform the matrix by every symmetry operation and take the mean. Does the result have the full symmetry, how much of the original matrix has been changed, and how many free parameters are left?

For a finite group acting by unitary matrices on a finite-dimensional space, these questions have short answers. They apply to the symmetrisation of Hamiltonian or density matrices in electronic-structure work when the basis is finite and orthonormal and the group acts unitarily.

## The average and the commutant

Let $G$ be a finite group with $|G|$ elements, and let $r(g)$ be unitary $n\times n$ matrices with $r(gh)=r(g)r(h)$. A dagger denotes the conjugate transpose. For any complex $n\times n$ matrix $A$, define

$$\mathrm{Av}(A)=\frac1{|G|}\sum_{g\in G} r(g)\,A\,r(g)^\dagger .$$

The commutant $\mathcal C$ is the complex vector space of matrices that commute with every $r(g)$. The Frobenius inner product of $B$ and $A$ is $\mathrm{tr}(B^\dagger A)$, and $\|A\|_F^2=\mathrm{tr}(A^\dagger A)$. The results are:

- $C=\mathrm{Av}(A)$ exactly when $C\in\mathcal C$ and $\mathrm{tr}(B^\dagger(A-C))=0$ for every $B\in\mathcal C$.
- For $B\in\mathcal C$, $\|A-B\|_F^2=\|A-\mathrm{Av}(A)\|_F^2+\|\mathrm{Av}(A)-B\|_F^2$.
- If $A$ is Hermitian, so is $\mathrm{Av}(A)$.
- If $\mathrm{Av}(A)v=\mu v$, then $\mathrm{Av}(A)\,r(g)v=\mu\,r(g)v$ for every $g$.
- $\dim\mathcal C=|G|^{-1}\sum_g|\mathrm{tr}\,r(g)|^2$.

## How Lean encodes the symmetry

The representation is a group homomorphism `r : G →* Matrix.unitaryGroup n ℂ`, so both the multiplication law and unitarity are part of its type. The matrix of an operation is `(r g).1`, and `ᴴ` is the dagger. The type `n` is a finite set of basis labels, not a number.

`commutant r` is a complex subspace of matrices, and `average r` is a linear map on matrices. The theorem `eq_average_iff` states the projection property, with the inner product written out as a trace. In `frobenius_pythagoras` the squared norms appear as complex traces. The eigenspace theorem takes any vector satisfying the eigenvalue equation, including zero, and any complex `μ`. In `finrank_commutant` the dimension is taken over $\mathbb C$ and compared with the character mean as a real number.

Continuous groups, antiunitary operations such as time reversal, and infinite-dimensional spaces are not covered. Nor are non-orthogonal orbital bases in which the symmetry matrices fail to be unitary.

## Relabelling the group sum

For $h\in G$, insert $r(h)^\dagger r(h)=1$ on the right:

$$r(h)\,\mathrm{Av}(A)=\frac1{|G|}\sum_g r(hg)\,A\,r(hg)^\dagger\,r(h)=\mathrm{Av}(A)\,r(h).$$

The last step holds because $hg$ runs once through $G$ as $g$ does. Hence $\mathrm{Av}(A)\in\mathcal C$. If $A$ is already in $\mathcal C$, each term is $r(g)Ar(g)^\dagger=A\,r(g)r(g)^\dagger=A$, so $\mathrm{Av}(A)=A$.

Hermiticity follows term by term: $(r(g)Ar(g)^\dagger)^\dagger=r(g)A^\dagger r(g)^\dagger$, and $1/|G|$ is real. For the eigenspaces, $\mathrm{Av}(A)v=\mu v$ gives

$$\mathrm{Av}(A)\,r(g)v=r(g)\,\mathrm{Av}(A)v=\mu\,r(g)v.$$

## Orthogonality from the cyclic trace

Let $B\in\mathcal C$. The adjoint of $r(g)B=Br(g)$ is $B^\dagger r(g)^\dagger=r(g)^\dagger B^\dagger$. Therefore

$$\mathrm{tr}(B^\dagger r(g)Ar(g)^\dagger)=\mathrm{tr}(r(g)^\dagger B^\dagger r(g)A)=\mathrm{tr}(B^\dagger r(g)^\dagger r(g)A)=\mathrm{tr}(B^\dagger A).$$

Taking the mean gives $\mathrm{tr}(B^\dagger\mathrm{Av}(A))=\mathrm{tr}(B^\dagger A)$, so $A-\mathrm{Av}(A)$ is orthogonal to $\mathcal C$.

For uniqueness, let $C\in\mathcal C$ also have $A-C$ orthogonal to $\mathcal C$, and put $D=\mathrm{Av}(A)-C\in\mathcal C$. Then

$$0=\mathrm{tr}(D^\dagger(A-C))=\mathrm{tr}(D^\dagger(\mathrm{Av}(A)-C))=\mathrm{tr}(D^\dagger D)=\sum_{i,j}|D_{ji}|^2,$$

so $D=0$.

For the distance identity, write $A-B=(A-\mathrm{Av}(A))+(\mathrm{Av}(A)-B)$ and expand the squared norm. The second bracket lies in $\mathcal C$, so one cross term vanishes by orthogonality and the other is its complex conjugate.

## Counting symmetric matrices with characters

Consider the linear map $A\mapsto UAV$. Let $E_{ij}$ be the matrix with a one in position $(i,j)$ and zeros elsewhere. The diagonal coefficient of the map at $E_{ij}$ is $(UE_{ij}V)_{ij}=U_{ii}V_{jj}$, so its trace is

$$\sum_{i,j}U_{ii}V_{jj}=\mathrm{tr}\,U\;\mathrm{tr}\,V.$$

With $U=r(g)$ and $V=r(g)^\dagger$ this is $|\mathrm{tr}\,r(g)|^2$, and the trace of $\mathrm{Av}$ is the group mean of these numbers. But $\mathrm{Av}$ maps into $\mathcal C$ and fixes $\mathcal C$, so it is a projection with range $\mathcal C$. In a basis adapted to its range and kernel, its diagonal holds $\dim\mathcal C$ ones and otherwise zeros. Its trace is therefore $\dim\mathcal C$.

Two easy consequences are left unstated in the Lean file: $\mathrm{Av}(A)$ is the matrix in $\mathcal C$ closest to $A$, and the Hermitian matrices in $\mathcal C$ have $\dim\mathcal C$ real parameters, since $\mathcal C$ is closed under the dagger.

## The triangle in numbers

Let the six permutations of the sites act by permutation matrices, and take, in some energy unit and with the errors exaggerated to give whole numbers,

$$A=\begin{pmatrix}0&-1&-3\\-1&3&-2\\-3&-2&6\end{pmatrix},\qquad
\mathrm{Av}(A)=\begin{pmatrix}3&-2&-2\\-2&3&-2\\-2&-2&3\end{pmatrix}.$$

The site energies and the hoppings have each been replaced by their mean. The squared norms are $\|A\|_F^2=73$, $\|\mathrm{Av}(A)\|_F^2=51$ and $\|A-\mathrm{Av}(A)\|_F^2=22$, which is the distance identity with $B=0$.

The eigenvalue $-1$ belongs to $(1,1,1)/\sqrt3$. The eigenvalue $5$ belongs to the plane of vectors whose components sum to zero, and permutations map this plane to itself.

The character is 3 for the identity, 1 for each of the three swaps and 0 for the two rotations. Thus $\dim\mathcal C=(9+3)/6=2$: one site energy and one hopping.

## A reflection that is not unitary

Unitarity matters. The matrix $S=\begin{pmatrix}1&1\\0&-1\end{pmatrix}$ satisfies $S^2=1$, so $\{1,S\}$ represents a two-element group, but $S$ is not unitary. The average of the identity matrix becomes

$$\tfrac12(1+SS^\dagger)=\begin{pmatrix}3/2&-1/2\\-1/2&1\end{pmatrix}.$$

The identity is no longer fixed, and the result does not commute with $S$. Replacing the dagger by the inverse restores commutation but not Hermiticity: $\mathrm{diag}(1,0)$ then averages to $\begin{pmatrix}1&1/2\\0&0\end{pmatrix}$.

## The complete Lean file

```lean
import Mathlib

open Matrix

namespace GroupAveraging

noncomputable section

variable {G n : Type*} [Group G] [Fintype n] [DecidableEq n]

/-- The commutant of a unitary representation: the complex vector space of all matrices that
commute with every symmetry operation `r g`. -/
def commutant (r : G →* Matrix.unitaryGroup n ℂ) : Submodule ℂ (Matrix n n ℂ) where
  carrier := {A | ∀ g, (r g).1 * A = A * (r g).1}
  add_mem' := by
    intro A B hA hB g
    rw [Matrix.mul_add, Matrix.add_mul, hA g, hB g]
  zero_mem' := by
    intro g
    rw [Matrix.mul_zero, Matrix.zero_mul]
  smul_mem' := by
    intro c A hA g
    rw [Matrix.mul_smul, Matrix.smul_mul, hA g]

/-- The linear map `A ↦ U A V` on square matrices. -/
def sandwich (U V : Matrix n n ℂ) : Matrix n n ℂ →ₗ[ℂ] Matrix n n ℂ where
  toFun A := U * A * V
  map_add' A B := by rw [Matrix.mul_add, Matrix.add_mul]
  map_smul' c A := by rw [Matrix.mul_smul, Matrix.smul_mul, RingHom.id_apply]

/-- The trace of the linear map `A ↦ U A V` on matrices is `tr U` times `tr V`. -/
theorem trace_sandwich (U V : Matrix n n ℂ) :
    LinearMap.trace ℂ (Matrix n n ℂ) (sandwich U V) = Matrix.trace U * Matrix.trace V := by
  -- the basis of matrix units, indexed by pairs (row, column)
  let e : Matrix n n ℂ ≃ₗ[ℂ] (n × n → ℂ) :=
    { toFun := fun A p => A p.1 p.2
      invFun := fun f => Matrix.of fun i j => f (i, j)
      map_add' := fun _ _ => rfl
      map_smul' := fun _ _ => rfl
      left_inv := fun _ => rfl
      right_inv := fun _ => rfl }
  have hb : ∀ i j : n, e.symm (Pi.single (i, j) 1) =
      Matrix.of fun k l => if k = i then (if l = j then (1 : ℂ) else 0) else 0 := by
    intro i j
    ext k l
    change (Pi.single (i, j) 1 : n × n → ℂ) (k, l) = if k = i then (if l = j then 1 else 0) else 0
    rw [Pi.single_apply]
    simp only [Prod.mk.injEq, ite_and]
  have hd : ∀ i j : n, (U * e.symm (Pi.single (i, j) 1) * V) i j = U i i * V j j := by
    intro i j
    rw [hb]
    simp [Matrix.mul_apply]
  rw [LinearMap.trace_eq_matrix_trace ℂ (Module.Basis.ofEquivFun e)]
  simp only [Matrix.trace, Matrix.diag_apply, LinearMap.toMatrix_apply,
    Module.Basis.ofEquivFun_repr_apply, Module.Basis.coe_ofEquivFun]
  rw [Fintype.sum_prod_type, Finset.sum_mul_sum]
  exact Finset.sum_congr rfl fun i _ => Finset.sum_congr rfl fun j _ => hd i j

variable [Fintype G] (r : G →* Matrix.unitaryGroup n ℂ)

/-- The group average, as a linear map on matrices: the mean over `G` of the maps
`A ↦ r(g) A r(g)ᴴ`. -/
def average : Matrix n n ℂ →ₗ[ℂ] Matrix n n ℂ :=
  (Fintype.card G : ℂ)⁻¹ • ∑ g, sandwich (r g).1 (r g).1ᴴ

/-- The group average of `A` is `(1/|G|) ∑ r(g) A r(g)ᴴ`. -/
theorem average_apply (A : Matrix n n ℂ) :
    average r A = (Fintype.card G : ℂ)⁻¹ • ∑ g, (r g).1 * A * (r g).1ᴴ := by
  simp only [average, LinearMap.smul_apply, LinearMap.sum_apply]
  rfl

/-- The group average of any matrix commutes with every symmetry operation. -/
theorem average_mem (A : Matrix n n ℂ) : average r A ∈ commutant r := by
  change ∀ h, (r h).1 * average r A = average r A * (r h).1
  intro h
  rw [average_apply, Matrix.mul_smul, Matrix.smul_mul, Finset.mul_sum, Finset.sum_mul]
  congr 1
  -- relabel the group sum by g ↦ h g
  refine Fintype.sum_equiv (Equiv.mulLeft h) _ _ fun g => ?_
  have e : (r h).1ᴴ * (r h).1 = 1 := Matrix.mem_unitaryGroup_iff'.1 (r h).2
  have m : (r (h * g)).1 = (r h).1 * (r g).1 := by rw [map_mul]; rfl
  change (r h).1 * ((r g).1 * A * (r g).1ᴴ) = (r (h * g)).1 * A * (r (h * g)).1ᴴ * (r h).1
  rw [m, Matrix.conjTranspose_mul]
  simp only [Matrix.mul_assoc, e, Matrix.mul_one]

/-- A matrix that already commutes with every symmetry operation is unchanged by averaging. -/
theorem average_eq_self {A : Matrix n n ℂ} (hA : A ∈ commutant r) : average r A = A := by
  have ha : ∀ g, (r g).1 * A = A * (r g).1 := hA
  have hc : (Fintype.card G : ℂ) ≠ 0 := Nat.cast_ne_zero.mpr Fintype.card_ne_zero
  have ht : ∀ g, (r g).1 * A * (r g).1ᴴ = A := by
    intro g
    have e : (r g).1 * (r g).1ᴴ = 1 := Matrix.mem_unitaryGroup_iff.1 (r g).2
    rw [ha g, Matrix.mul_assoc, e, Matrix.mul_one]
  rw [average_apply, Finset.sum_congr rfl fun g _ => ht g, Finset.sum_const, Finset.card_univ,
    ← Nat.cast_smul_eq_nsmul ℂ, smul_smul, inv_mul_cancel₀ hc, one_smul]

/-- Averaging `A` does not change its Frobenius inner product `tr(Bᴴ A)` with a matrix `B` that
commutes with every symmetry operation. -/
theorem trace_mul_average (A : Matrix n n ℂ) {B : Matrix n n ℂ} (hB : B ∈ commutant r) :
    Matrix.trace (Bᴴ * average r A) = Matrix.trace (Bᴴ * A) := by
  have hb : ∀ g, (r g).1 * B = B * (r g).1 := hB
  have hc : (Fintype.card G : ℂ) ≠ 0 := Nat.cast_ne_zero.mpr Fintype.card_ne_zero
  have ht : ∀ g, Matrix.trace (Bᴴ * ((r g).1 * A * (r g).1ᴴ)) = Matrix.trace (Bᴴ * A) := by
    intro g
    have e : (r g).1ᴴ * (r g).1 = 1 := Matrix.mem_unitaryGroup_iff'.1 (r g).2
    have hs : Bᴴ * (r g).1ᴴ = (r g).1ᴴ * Bᴴ := by
      rw [← Matrix.conjTranspose_mul, ← Matrix.conjTranspose_mul, hb g]
    -- move r(g)ᴴ to the front, then through Bᴴ
    rw [← Matrix.mul_assoc, Matrix.trace_mul_comm, ← Matrix.mul_assoc, ← hs, Matrix.mul_assoc,
      ← Matrix.mul_assoc (r g).1ᴴ, e, Matrix.one_mul]
  rw [average_apply, Matrix.mul_smul, Finset.mul_sum, Matrix.trace_smul, Matrix.trace_sum,
    Finset.sum_congr rfl fun g _ => ht g, Finset.sum_const, Finset.card_univ, nsmul_eq_mul,
    smul_eq_mul, inv_mul_cancel_left₀ hc]

/-- The group average is the Frobenius-orthogonal projection onto the commutant: it is the one
matrix `C` in the commutant for which `A - C` is orthogonal to the whole commutant. -/
theorem eq_average_iff (A C : Matrix n n ℂ) :
    C = average r A ↔
      C ∈ commutant r ∧ ∀ B ∈ commutant r, Matrix.trace (Bᴴ * (A - C)) = 0 := by
  -- a matrix of zero Frobenius norm vanishes
  have key : ∀ D : Matrix n n ℂ, Matrix.trace (Dᴴ * D) = 0 → D = 0 := by
    intro D h
    have h1 : ∑ i, ∑ j, Complex.normSq (D j i) = 0 := by
      have h2 := congrArg Complex.re h
      simpa [Matrix.trace, Matrix.mul_apply, Complex.normSq_apply] using h2
    ext i j
    have h3 := (Finset.sum_eq_zero_iff_of_nonneg (fun i _ => Finset.sum_nonneg
      fun j _ => Complex.normSq_nonneg (D j i))).1 h1 j (Finset.mem_univ j)
    have h4 := (Finset.sum_eq_zero_iff_of_nonneg
      (fun k _ => Complex.normSq_nonneg (D k j))).1 h3 i (Finset.mem_univ i)
    exact Complex.normSq_eq_zero.1 h4
  constructor
  · rintro rfl
    refine ⟨average_mem r A, fun B hB => ?_⟩
    rw [Matrix.mul_sub, Matrix.trace_sub, trace_mul_average r A hB, sub_self]
  · rintro ⟨hC, h⟩
    have hD := (commutant r).sub_mem (average_mem r A) hC
    have h0 := h _ hD
    rw [Matrix.mul_sub, Matrix.trace_sub, ← trace_mul_average r A hD, ← Matrix.trace_sub,
      ← Matrix.mul_sub] at h0
    exact (sub_eq_zero.1 (key _ h0)).symm

/-- Pythagoras for symmetrisation: the squared Frobenius distance from `A` to a matrix `B` in the
commutant is that from `A` to its group average plus that from the average to `B`. -/
theorem frobenius_pythagoras (A : Matrix n n ℂ) {B : Matrix n n ℂ} (hB : B ∈ commutant r) :
    Matrix.trace ((A - B)ᴴ * (A - B)) =
      Matrix.trace ((A - average r A)ᴴ * (A - average r A)) +
        Matrix.trace ((average r A - B)ᴴ * (average r A - B)) := by
  have h1 := ((eq_average_iff r A _).1 rfl).2 _ ((commutant r).sub_mem (average_mem r A) hB)
  have h2 : Matrix.trace ((A - average r A)ᴴ * (average r A - B)) = 0 := by
    have h3 := congrArg star h1
    rwa [← Matrix.trace_conjTranspose, Matrix.conjTranspose_mul,
      Matrix.conjTranspose_conjTranspose, star_zero] at h3
  rw [show A - B = (A - average r A) + (average r A - B) by abel]
  -- the two cross terms vanish
  rw [Matrix.conjTranspose_add, Matrix.add_mul, Matrix.mul_add, Matrix.mul_add,
    Matrix.trace_add, Matrix.trace_add, Matrix.trace_add, h1, h2]
  ring

/-- The group average of a Hermitian matrix is Hermitian. -/
theorem average_isHermitian {A : Matrix n n ℂ} (hA : A.IsHermitian) :
    (average r A).IsHermitian := by
  have ha : Aᴴ = A := hA
  change (average r A)ᴴ = average r A
  rw [average_apply, Matrix.conjTranspose_smul, Matrix.conjTranspose_sum]
  simp only [Matrix.conjTranspose_mul, Matrix.conjTranspose_conjTranspose, ha,
    Matrix.mul_assoc, star_inv₀, star_natCast]

/-- Each eigenspace of a group average is invariant under the symmetry: if `v` satisfies the
eigenvalue equation with eigenvalue `μ`, so does `r(g) v`. -/
theorem eigenspace_invariant (A : Matrix n n ℂ) (μ : ℂ) (v : n → ℂ)
    (hv : average r A *ᵥ v = μ • v) (g : G) :
    average r A *ᵥ ((r g).1 *ᵥ v) = μ • ((r g).1 *ᵥ v) := by
  have hc : ∀ g, (r g).1 * average r A = average r A * (r g).1 := average_mem r A
  rw [Matrix.mulVec_mulVec, ← hc g, ← Matrix.mulVec_mulVec, hv, Matrix.mulVec_smul]

/-- The dimension of the commutant is the group mean of the squared modulus of the character,
`(1/|G|) ∑ |tr r(g)|²`. -/
theorem finrank_commutant :
    (Module.finrank ℂ (commutant r) : ℝ) =
      (Fintype.card G : ℝ)⁻¹ * ∑ g, ‖Matrix.trace (r g).1‖ ^ 2 := by
  have hp : LinearMap.IsProj (commutant r) (average r) :=
    ⟨average_mem r, fun A hA => average_eq_self r hA⟩
  have hs : ∀ z : ℂ, z * star z = ((‖z‖ ^ 2 : ℝ) : ℂ) := by
    intro z
    rw [← Complex.normSq_eq_norm_sq]
    exact Complex.mul_conj z
  -- the trace of a projection is the dimension of its range
  have ht := hp.trace
  rw [average, map_smul, map_sum] at ht
  simp only [trace_sandwich, Matrix.trace_conjTranspose, hs, smul_eq_mul] at ht
  apply Complex.ofReal_injective
  push_cast at ht ⊢
  exact ht.symm

end

end GroupAveraging
```

```lean
#print axioms GroupAveraging.eq_average_iff
#print axioms GroupAveraging.frobenius_pythagoras
#print axioms GroupAveraging.eigenspace_invariant
#print axioms GroupAveraging.finrank_commutant
```

```
'GroupAveraging.eq_average_iff' depends on axioms: [propext, Classical.choice, Quot.sound]
'GroupAveraging.frobenius_pythagoras' depends on axioms: [propext, Classical.choice, Quot.sound]
'GroupAveraging.eigenspace_invariant' depends on axioms: [propext, Classical.choice, Quot.sound]
'GroupAveraging.finrank_commutant' depends on axioms: [propext, Classical.choice, Quot.sound]
```

## From group sums to Lean lemmas

`sandwich U V` is the map $A\mapsto UAV$, and `average` is the mean of such maps; `average_apply` recovers the explicit sum. In `average_mem`, `Equiv.mulLeft h` performs the relabelling $g\mapsto hg$, and the fact `e` supplies $r(h)^\dagger r(h)=1$. `average_eq_self` shows that every term equals `A` and then cancels the group order.

`trace_mul_average` is the cyclic-trace calculation. `Matrix.trace_mul_comm` brings $r(g)^\dagger$ to the front, and `hs` moves it past $B^\dagger$. Inside `eq_average_iff`, `key` says that zero Frobenius norm forces a matrix to vanish, by applying twice the fact that a zero sum of non-negative terms has only zero terms. The forward direction is orthogonality; the reverse applies the hypothesis to the difference $D$.

In `frobenius_pythagoras`, `h1` and `h2` are the two vanishing cross terms, the second obtained from the first by conjugation. `average_isHermitian` takes the adjoint inside the sum, and `eigenspace_invariant` uses `average_mem` to exchange the average with $r(g)$.

For the dimension, `trace_sandwich` identifies matrices with functions on index pairs through `e`, so that the standard basis becomes the matrix units (`hb`), and `hd` computes each diagonal coefficient. `finrank_commutant` packages the two projection properties as `LinearMap.IsProj`. Then `hp.trace` equates trace and dimension, `trace_sandwich` evaluates the trace, and `Complex.ofReal_injective` carries the equality from complex to real numbers.
